# A minimum-energy state of a finite real symmetric Hamiltonian satisfies the time-independent Schrödinger equation

The theorem `schrodinger` concerns a Hamiltonian given by a real symmetric matrix H over a finite set of basis states, with complex amplitudes ψ. If ψ is normalised and its energy E = ⟨ψ|H|ψ⟩ is least among all normalised states, then Hψ = Eψ, component by component. The attempt sets χ = Hψ − Eψ and applies the lower bound `rayleigh_bound` to the unnormalised state ψ + xχ for every real x. This should give a quadratic in x that is never negative, with no constant term and with linear coefficient 2‖χ‖², so that the discriminant forces χ = 0.

An attempt in Lean 4 with a fault in it:

```lean
import Mathlib

open Finset ComplexConjugate

namespace Schrodinger

noncomputable section

/-- Configurations of `N` spinless fermions on an open chain of `M + 1` sites. -/
abbrev Config (M N : ℕ) := {S : Finset (Fin (M + 1)) // S.card = N}

variable {ι : Type*} [Fintype ι]

/-- The real part of `⟨ψ|H|ψ⟩` for a real matrix `H` and complex amplitudes `ψ`. -/
def energy (H : Matrix ι ι ℝ) (ψ : ι → ℂ) : ℝ :=
  ∑ S, ∑ T, H S T * (conj (ψ S) * ψ T).re

/-- A ground state is a normalised state of least energy among all normalised states. -/
def IsGroundState (H : Matrix ι ι ℝ) (ψ : ι → ℂ) : Prop :=
  ∑ S, ‖ψ S‖ ^ 2 = 1 ∧ ∀ φ : ι → ℂ, ∑ S, ‖φ S‖ ^ 2 = 1 → energy H ψ ≤ energy H φ

/-- The ground-state energy times the squared norm of any state bounds its energy from below. -/
theorem rayleigh_bound {H : Matrix ι ι ℝ} {ψ : ι → ℂ} (h : IsGroundState H ψ) (φ : ι → ℂ) :
    energy H ψ * ∑ S, ‖φ S‖ ^ 2 ≤ energy H φ := by
  have hn : 0 ≤ ∑ S, ‖φ S‖ ^ 2 := sum_nonneg fun S _ => sq_nonneg _
  rcases hn.eq_or_lt with h0 | hpos
  · have hφ : ∀ S, φ S = 0 := fun S => by
      have := (sum_eq_zero_iff_of_nonneg (fun S _ => sq_nonneg ‖φ S‖)).1 h0.symm S (mem_univ S)
      simpa using this
    simp [energy, hφ]
  · -- rescale to a normalised state
    obtain ⟨c, hc⟩ : ∃ c : ℝ, c ^ 2 * ∑ S, ‖φ S‖ ^ 2 = 1 :=
      ⟨(√(∑ S, ‖φ S‖ ^ 2))⁻¹, by rw [inv_pow, Real.sq_sqrt hn]; exact inv_mul_cancel₀ hpos.ne'⟩
    have h1 := h.2 (fun S => (c : ℂ) * φ S) (by
      simp only [norm_mul, mul_pow, Complex.norm_real, Real.norm_eq_abs, sq_abs, ← mul_sum]
      exact hc)
    have h2 : energy H (fun S => (c : ℂ) * φ S) = c ^ 2 * energy H φ := by
      simp only [energy, mul_sum]
      refine sum_congr rfl fun S _ => sum_congr rfl fun T _ => ?_
      simp only [map_mul, Complex.conj_ofReal, Complex.mul_re, Complex.mul_im,
        Complex.ofReal_re, Complex.ofReal_im]
      ring
    rw [h2] at h1
    calc _ ≤ c ^ 2 * energy H φ * ∑ S, ‖φ S‖ ^ 2 := mul_le_mul_of_nonneg_right h1 hn
      _ = energy H φ := by linear_combination energy H φ * hc

/-- A ground state of a real symmetric Hamiltonian obeys the Schrödinger equation `Hψ = Eψ`. -/
theorem schrodinger {H : Matrix ι ι ℝ} (hH : ∀ S T, H S T = H T S) {ψ : ι → ℂ}
    (h : IsGroundState H ψ) (S : ι) :
    ∑ T, (H S T : ℂ) * ψ T = (energy H ψ : ℂ) * ψ S := by
  -- vary the state along the residual `χ = Hψ - Eψ`
  obtain ⟨χ, hχ⟩ : ∃ χ : ι → ℂ, ∀ S, χ S = ∑ T, (H S T : ℂ) * ψ T - (energy H ψ : ℂ) * ψ S :=
    ⟨_, fun _ => rfl⟩
  have hb : ∑ S, ‖χ S‖ ^ 2 = ∑ S, ∑ T, H S T * (conj (χ S) * ψ T).re
      - energy H ψ * ∑ S, (conj (χ S) * ψ S).re := by
    rw [mul_sum, ← sum_sub_distrib]
    refine sum_congr rfl fun S _ => ?_
    have h1 : ‖χ S‖ ^ 2 = (conj (χ S) * χ S).re := by
      rw [Complex.sq_norm, Complex.normSq_apply]; simp [Complex.mul_re]
    have h2 : conj (χ S) * χ S = ∑ T, (H S T : ℂ) * (conj (χ S) * ψ T)
        - (energy H ψ : ℂ) * (conj (χ S) * ψ S) := by
      calc _ = conj (χ S) * (∑ T, (H S T : ℂ) * ψ T - (energy H ψ : ℂ) * ψ S) := by rw [← hχ S]
        _ = _ := by
          rw [mul_sub, mul_sum]
          exact congrArg₂ _ (sum_congr rfl fun T _ => by ring) (by ring)
    rw [h1, h2]
    simp only [Complex.sub_re, Complex.re_sum, Complex.re_ofReal_mul]
  have hX : ∑ S, ∑ T, H S T * (conj (ψ S) * χ T).re
      = ∑ S, ∑ T, H S T * (conj (χ S) * ψ T).re := by
    rw [sum_comm]
    refine sum_congr rfl fun S _ => sum_congr rfl fun T _ => ?_
    rw [hH T S]
    simp only [Complex.mul_re, Complex.conj_re, Complex.conj_im]
    ring
  have key : ∀ x : ℝ, 0 ≤ (energy H χ - energy H ψ * ∑ S, ‖χ S‖ ^ 2) * (x * x)
      + (2 * ∑ S, ‖χ S‖ ^ 2) * x + 0 := fun x => by
    have h1 := rayleigh_bound h (fun S => ψ S + (x : ℂ) * χ S)
    have h2 : energy H (fun S => ψ S + (x : ℂ) * χ S) = energy H ψ
        + x * ∑ S, ∑ T, H S T * (conj (ψ S) * χ T).re
        + x * ∑ S, ∑ T, H S T * (conj (χ S) * ψ T).re + x ^ 2 * energy H χ := by
      simp only [energy, mul_sum, ← sum_add_distrib]
      refine sum_congr rfl fun S _ => sum_congr rfl fun T _ => ?_
      simp only [map_add, map_mul, Complex.conj_ofReal, Complex.mul_re, Complex.mul_im,
        Complex.add_re, Complex.add_im, Complex.ofReal_re, Complex.ofReal_im]
      ring
    have h3 : ∑ S, ‖ψ S + (x : ℂ) * χ S‖ ^ 2 = ∑ S, ‖ψ S‖ ^ 2
        + 2 * x * ∑ S, (conj (χ S) * ψ S).re + x ^ 2 * ∑ S, ‖χ S‖ ^ 2 := by
      simp only [mul_sum, ← sum_add_distrib]
      refine sum_congr rfl fun S _ => ?_
      simp only [Complex.sq_norm, Complex.normSq_apply, Complex.mul_re, Complex.mul_im,
        Complex.add_re, Complex.add_im, Complex.ofReal_re, Complex.ofReal_im,
        Complex.conj_re, Complex.conj_im]
      ring
    rw [h2, h3, h.1, hX] at h1
    linear_combination h1 + 2 * x * hb
  have hd := discrim_le_zero key
  unfold discrim at hd
  have h0 : ∑ S, ‖χ S‖ ^ 2 = 0 :=
    (pow_eq_zero_iff two_ne_zero).1 (le_antisymm (by linarith) (sq_nonneg _))
  have hS := (sum_eq_zero_iff_of_nonneg (fun S _ => sq_nonneg ‖χ S‖)).1 h0 S (mem_univ S)
  have hS' : χ S = 0 := by simpa using hS
  rw [hχ S] at hS'
  exact sub_eq_zero.1 hS'

end

end Schrodinger
```

Messages:

```
Main.lean:95:4: error: ring failed, ring expressions not equal up to an additive constant
ι : Type u_1
inst✝ : Fintype ι
H : Matrix ι ι ℝ
hH : ∀ (S T : ι), H S T = H T S
ψ : ι → ℂ
h : IsGroundState H ψ
S : ι
χ : ι → ℂ
hχ : ∀ (S : ι), χ S = ∑ T, ↑(H S T) * ψ T - ↑(energy H ψ) * ψ S
hb :
  ∑ S, ‖χ S‖ ^ 2 =
    ∑ S, ∑ T, H S T * ((starRingEnd ℂ) (χ S) * ψ T).re - energy H ψ * ∑ S, ((starRingEnd ℂ) (χ S) * ψ S).re
hX : ∑ S, ∑ T, H S T * ((starRingEnd ℂ) (ψ S) * χ T).re = ∑ S, ∑ T, H S T * ((starRingEnd ℂ) (χ S) * ψ T).re
x : ℝ
h1 :
  energy H ψ * (1 + 2 * x * ∑ S, ((starRingEnd ℂ) (χ S) * ψ S).re + x ^ 2 * ∑ S, ‖χ S‖ ^ 2) ≤
    energy H ψ + x * ∑ S, ∑ T, H S T * ((starRingEnd ℂ) (χ S) * ψ T).re +
        x * ∑ S, ∑ T, H S T * ((starRingEnd ℂ) (χ S) * ψ T).re +
      x ^ 2 * energy H χ
h2 :
  (energy H fun S => ψ S + ↑x * χ S) =
    energy H ψ + x * ∑ S, ∑ T, H S T * ((starRingEnd ℂ) (ψ S) * χ T).re +
        x * ∑ S, ∑ T, H S T * ((starRingEnd ℂ) (χ S) * ψ T).re +
      x ^ 2 * energy H χ
h3 : ∑ S, ‖ψ S + ↑x * χ S‖ ^ 2 = ∑ S, ‖ψ S‖ ^ 2 + 2 * x * ∑ S, ((starRingEnd ℂ) (χ S) * ψ S).re + x ^ 2 * ∑ S, ‖χ S‖ ^ 2
⊢ -((energy H ψ * x * ∑ S, ((starRingEnd ℂ) (χ S) * ψ S).re) * 4) +
        (x * ∑ S, ∑ T, H S T * ((starRingEnd ℂ) (χ S) * ψ T).re) * 4 -
      (x * ∑ S, ‖χ S‖ ^ 2) * 4 ≤
    0
```

Cause. The error comes from the last line of `key`, where `linear_combination` must derive the quadratic inequality from `h1` and `hb`. Write n for ‖χ‖², a for the double sum containing `H S T` in `hb`, and b for the sum that `hb` multiplies by E; then `hb` says n = a − Eb. The inequality `h1` supplies the linear term 2x(a − Eb), while the goal has 2xn.

`linear_combination` moves everything to one side and subtracts the chosen combination of hypotheses, leaving `ring1` to check what remains. Adding `2 * x * hb` has the wrong sign: it doubles the mismatch instead of cancelling it, leaving 4x(a − Eb − n) ≤ 0, the goal shown in the message. That expression is zero by `hb`, but the final ring check does not use hypotheses.

Changing the term to `- 2 * x * hb` makes the mismatch cancel exactly, and the check succeeds.

The mended proof, as a diff:

```diff
@@ -93,5 +93,5 @@
       ring
     rw [h2, h3, h.1, hX] at h1
-    linear_combination h1 + 2 * x * hb
+    linear_combination h1 - 2 * x * hb
   have hd := discrim_le_zero key
   unfold discrim at hd
```
